# The Stoner formula with an averaged exchange kernel is a lower bound on the spin susceptibility of a stable, finite Fermi-surface model

A: Take finitely many Fermi-surface states, at least one, with weights $w_i>0$ and total $N=\sum_i w_i$. Let $K$ be a real symmetric exchange kernel, and suppose that $M=\mathrm{diag}(1/w_i)-K$ is positive definite. With the averaged Stoner parameter $I=(w\cdot Kw)/N^2$, one has $1-IN>0$ and
$$\chi=\sum_{i,j}(M^{-1})_{ij}\;\ge\;\frac{N}{1-IN}.$$

Q: That is matrix algebra. Why should the sum of the entries of $M^{-1}$ be a susceptibility?

A: Apply a uniform field $h$, in units where the magnetic moment factors are one. State $i$ feels $h$ plus the exchange field $(Km)_i$ of the induced magnetisation $m$, and responds in proportion to its weight: $m_i=w_i\,[h+(Km)_i]$. Dividing by $w_i$ gives $(Mm)_i=h$. For $h=1$ the response is $m=M^{-1}\mathbf 1$, where $\mathbf 1$ is the vector of ones, and its total $\sum_i m_i$ is $\chi$. Without a field, the energy of a small magnetisation $m$ is, to second order, a positive multiple of $m\cdot Mm$. Positive definiteness therefore says that every small nonzero magnetisation costs energy: the unpolarised state is locally stable, which is what "stable" means here.

Q: Then derive the bound without the computer.

A: Start with the weights themselves as a magnetisation. Since $(Mw)_i=1-(Kw)_i$,
$$w\cdot Mw=N-w\cdot Kw=N-IN^2=N(1-IN).$$
The left side is positive by stability, and $N>0$, so $1-IN>0$.

Next, $M$ is invertible: if $Mv=0$, then $v\cdot Mv=0$, which forces $v=0$. So $m=M^{-1}\mathbf 1$ solves $Mm=\mathbf 1$. For any trial magnetisation $x$, symmetry gives $m\cdot Mx=(Mm)\cdot x=\sum_i x_i$, and therefore
$$(m-x)\cdot M(m-x)=\chi-2\sum_i x_i+x\cdot Mx.$$

Now take the Stoner profile $r=w/(1-IN)$ as the trial. Its total is $\sum_i r_i=N/(1-IN)$, and
$$r\cdot Mr=\frac{N(1-IN)}{(1-IN)^2}=\frac{N}{1-IN}.$$
Hence $2\sum_i r_i-r\cdot Mr=N/(1-IN)$, and
$$\chi-\frac{N}{1-IN}=(m-r)\cdot M(m-r)\ge 0.$$

Q: So the Stoner formula forces the magnetisation to follow the weights, and the true response can do better. When is nothing lost?

A: When $m=r$. Then $Mr=\mathbf 1$ reads $(1-(Kw)_i)/(1-IN)=1$, so $(Kw)_i=IN$ for every $i$. Conversely, if the exchange field $Kw$ has that uniform value, then $Mr=\mathbf 1=Mm$, so $M(m-r)=0$ and the gap vanishes. With a single state this always happens.

Q: I accept the algebra. Show me that the Lean text talks about the same objects.

A: The states are labelled by a finite type `ι`.

```lean
import Mathlib

open Matrix

namespace StonerLowerBound

noncomputable section

variable {ι : Type*} [Fintype ι] [DecidableEq ι]
```

The weights are a function `w : ι → ℝ`, and $N$ is their sum.

```lean
/-- The total Fermi-surface weight `N`, the sum of the weights of all states. -/
def totalDOS (w : ι → ℝ) : ℝ := ∑ i, w i
```

The matrix $M$ is `stiffness w K`.

```lean
/-- The magnetic stiffness matrix `diag(1/w) - K` for weights `w` and exchange kernel `K`. -/
def stiffness (w : ι → ℝ) (K : Matrix ι ι ℝ) : Matrix ι ι ℝ :=
  Matrix.diagonal (fun i => (w i)⁻¹) - K
```

Q: And positive definiteness?

A: It is split into two hypotheses. `IsStable` contains only the strict inequality $m\cdot Mm>0$ for $m\neq0$; symmetry of $K$ is supplied separately as `K.IsSymm`.

```lean
/-- Stability of the unpolarised state: every nonzero magnetisation `m` has positive
quadratic form `m · M m`, with `M` the stiffness matrix. -/
def IsStable (w : ι → ℝ) (K : Matrix ι ι ℝ) : Prop :=
  ∀ m : ι → ℝ, m ≠ 0 → 0 < m ⬝ᵥ stiffness w K *ᵥ m
```

Q: Does symmetry matter, if the quadratic form is already positive?

A: It does for the bound. Take two states with $w=(1,1)$ and the antisymmetric kernel $K_{12}=-a$, $K_{21}=a$, with $a\ne0$. The quadratic form is $m_1^2+m_2^2$ and $I=0$, so the Stoner value is $2$, but the entries of $M^{-1}$ sum to $2/(1+a^2)$. Physically, symmetry is reciprocity: the exchange field that state $j$ exerts on state $i$, per unit magnetisation, equals the one that $i$ exerts on $j$.

Q: Which Stoner parameter is this? There are several in circulation.

A: The average of the kernel over the Fermi surface, with each pair of states weighted by $w_iw_j/N^2$. The theorem concerns this choice and the Stoner value built from it. The units settle the usual factor of two: if $m$ counts spin-up minus spin-down electrons and a field is measured by the spin splitting it produces, then $w_i$ is the contribution of state $i$ to the density of states per spin at the Fermi level, and $I$ is the parameter in the usual criterion $IN>1$ for ferromagnetism.

```lean
/-- The Stoner parameter `I`, the average of the exchange kernel over the Fermi surface. -/
def stonerI (w : ι → ℝ) (K : Matrix ι ι ℝ) : ℝ :=
  (w ⬝ᵥ K *ᵥ w) / totalDOS w ^ 2

/-- The Stoner value `N / (1 - I N)` of the susceptibility. -/
def stonerSusceptibility (w : ι → ℝ) (K : Matrix ι ι ℝ) : ℝ :=
  totalDOS w / (1 - stonerI w K * totalDOS w)
```

The susceptibility is the double sum over the inverse matrix, and the two magnetisation profiles, $m$ and $r$ above, are called `response` and `rigidResponse`.

```lean
/-- The uniform spin susceptibility, the sum of all entries of the inverse stiffness. -/
def spinSusceptibility (w : ι → ℝ) (K : Matrix ι ι ℝ) : ℝ :=
  ∑ i, ∑ j, (stiffness w K)⁻¹ i j

/-- The magnetisation induced on each state by a uniform field of unit strength. -/
def response (w : ι → ℝ) (K : Matrix ι ι ℝ) : ι → ℝ :=
  (stiffness w K)⁻¹ *ᵥ 1

/-- The Stoner magnetisation profile: the weights `w` enhanced by the factor `1 / (1 - I N)`. -/
def rigidResponse (w : ι → ℝ) (K : Matrix ι ι ℝ) : ι → ℝ :=
  (1 - stonerI w K * totalDOS w)⁻¹ • w
```

Q: What physics has been left out?

A: The bare response is diagonal in the states, so the interband response that a spatially varying exchange field would induce is absent. The field is static and uniform, the spins are collinear, and the Fermi surface is represented by finitely many weights. The kernel is given, not derived from a density functional, and stability is assumed. Within that finite, linear-response model, the consequence for electronic structure is that replacing the kernel by its Fermi-surface average can underestimate the uniform spin susceptibility but never overestimate it.

Q: Now the proof. Where does it start?

A: With $Mw=\mathbf 1-Kw$, checked component by component. Positivity of the weights enters through $w_i^{-1}w_i=1$.

```lean
/-- The stiffness matrix applied to the weights gives one minus the exchange field `K w`. -/
theorem stiffness_mulVec_weights {w : ι → ℝ} (hw : ∀ i, 0 < w i) (K : Matrix ι ι ℝ) :
    stiffness w K *ᵥ w = 1 - K *ᵥ w := by
  funext i
  rw [stiffness, Matrix.sub_mulVec, Pi.sub_apply, Matrix.mulVec_diagonal,
    inv_mul_cancel₀ (hw i).ne', Pi.sub_apply, Pi.one_apply]
```

The next lemma contracts this with $w$. It first rewrites $w\cdot Kw$ as $IN^2$ by cancelling $N^2$, where $N\neq0$ because there is at least one state and the weights are positive; `ring` then collects the terms into $N(1-IN)$.

```lean
/-- The quadratic form of the stiffness matrix at the weights equals `N (1 - I N)`. -/
theorem rigid_energy [Nonempty ι] {w : ι → ℝ} (hw : ∀ i, 0 < w i) (K : Matrix ι ι ℝ) :
    w ⬝ᵥ stiffness w K *ᵥ w = totalDOS w * (1 - stonerI w K * totalDOS w) := by
  have hN : 0 < totalDOS w := Finset.sum_pos (fun i _ => hw i) Finset.univ_nonempty
  have h : w ⬝ᵥ K *ᵥ w = stonerI w K * totalDOS w ^ 2 := by
    rw [stonerI, div_mul_cancel₀ _ (pow_ne_zero 2 hN.ne')]
  rw [stiffness_mulVec_weights hw, dotProduct_sub, dotProduct_one, h]
  change totalDOS w - _ = _
  ring
```

Stability applied to the nonzero vector $w$ makes that product positive, and the positive factor $N$ is removed.

```lean
/-- A stable unpolarised state satisfies the Stoner condition `1 - I N > 0`. -/
theorem stoner_condition [Nonempty ι] {w : ι → ℝ} {K : Matrix ι ι ℝ}
    (hw : ∀ i, 0 < w i) (hM : IsStable w K) :
    0 < 1 - stonerI w K * totalDOS w := by
  have hN : 0 < totalDOS w := Finset.sum_pos (fun i _ => hw i) Finset.univ_nonempty
  have hne : w ≠ 0 := by
    intro h
    have h1 := hw (Classical.arbitrary ι)
    simp [h] at h1
  have h := hM w hne
  rw [rigid_energy hw] at h
  exact (mul_pos_iff_of_pos_left hN).mp h
```

Q: Is that the Stoner criterion?

A: It is one direction of it: stability implies $IN<1$. The converse fails for a general kernel, because an average can hide an instability. With $w=(1,1)$ and $K=\mathrm{diag}(3/2,0)$ one finds $IN=3/4$, yet $M_{11}=-1/2$, so magnetising the first state alone lowers the energy.

Q: How does Lean know that the inverse is a genuine inverse?

A: From stability, as in the derivation. If the determinant vanished, there would be a nonzero $v$ with $Mv=0$ and thus zero energy, a contradiction. Once the determinant is known to be a unit, $M M^{-1}\mathbf 1=\mathbf 1$ follows.

```lean
/-- In a stable state the induced magnetisation balances the uniform unit field. -/
theorem stiffness_mulVec_response {w : ι → ℝ} {K : Matrix ι ι ℝ} (hM : IsStable w K) :
    stiffness w K *ᵥ response w K = 1 := by
  -- a singular stiffness matrix would have a magnetisation of zero energy
  have hdet : IsUnit (stiffness w K).det := by
    rw [isUnit_iff_ne_zero]
    intro h0
    obtain ⟨v, hv, h⟩ := Matrix.exists_mulVec_eq_zero_iff.mpr h0
    have h1 := hM v hv
    rw [h, dotProduct_zero] at h1
    exact lt_irrefl _ h1
  rw [response, Matrix.mulVec_mulVec, Matrix.mul_nonsing_inv _ hdet, Matrix.one_mulVec]
```

Completing the square comes next. In the proof, `h1` is the equation $Mm=\mathbf 1$, `hS` is the symmetry of $M$, `h2` is the reciprocity step $m\cdot Mx=\sum_i x_i$, which follows from those two, and `h3` identifies the total of the response with $\chi$. Expanding the quadratic form and using `h1`, `h2` and `h3` leaves an identity for `ring`.

```lean
/-- For a symmetric exchange kernel, a stable unpolarised state and any trial magnetisation `x`, the
susceptibility minus `2 ∑ x - x · M x` equals the quadratic form of the deviation of `x` from the
true response. -/
theorem variational_gap {w : ι → ℝ} {K : Matrix ι ι ℝ} (hK : K.IsSymm)
    (hM : IsStable w K) (x : ι → ℝ) :
    spinSusceptibility w K - (2 * ∑ i, x i - x ⬝ᵥ stiffness w K *ᵥ x) =
      (response w K - x) ⬝ᵥ stiffness w K *ᵥ (response w K - x) := by
  have h1 := stiffness_mulVec_response hM
  have hS : (stiffness w K)ᵀ = stiffness w K := by
    rw [stiffness, Matrix.transpose_sub, Matrix.diagonal_transpose, hK.eq]
  -- reciprocity of the symmetric stiffness matrix
  have h2 : response w K ⬝ᵥ stiffness w K *ᵥ x = ∑ i, x i := by
    rw [Matrix.dotProduct_mulVec, ← Matrix.mulVec_transpose, hS, h1, dotProduct_comm,
      dotProduct_one]
  have h3 : ∑ i, response w K i = spinSusceptibility w K := by
    simp [response, spinSusceptibility, Matrix.mulVec, dotProduct]
  rw [Matrix.mulVec_sub, sub_dotProduct, dotProduct_sub, dotProduct_sub, h1, h2,
    dotProduct_one, dotProduct_one, h3]
  ring
```

The Stoner profile is then inserted for `x`. The fact `ht`, which says $(1-IN)^{-1}(1-IN)=1$, is what `linear_combination` uses to reduce the trial value to $N/(1-IN)$.

```lean
/-- For positive weights, a symmetric exchange kernel and a stable unpolarised state, the excess of
the susceptibility over the Stoner value is the quadratic form, given by `M`, of the difference
between the true response and the Stoner profile. -/
theorem stoner_gap [Nonempty ι] {w : ι → ℝ} {K : Matrix ι ι ℝ}
    (hw : ∀ i, 0 < w i) (hK : K.IsSymm) (hM : IsStable w K) :
    spinSusceptibility w K - stonerSusceptibility w K =
      (response w K - rigidResponse w K) ⬝ᵥ
        stiffness w K *ᵥ (response w K - rigidResponse w K) := by
  have ht := inv_mul_cancel₀ (stoner_condition hw hM).ne'
  have hsum : ∑ i, rigidResponse w K i =
      (1 - stonerI w K * totalDOS w)⁻¹ * totalDOS w := by
    simp only [rigidResponse, Pi.smul_apply, smul_eq_mul, ← Finset.mul_sum]
    rfl
  rw [← variational_gap hK hM, hsum, rigidResponse, Matrix.mulVec_smul, smul_dotProduct,
    dotProduct_smul, rigid_energy hw, smul_eq_mul, smul_eq_mul, stonerSusceptibility,
    div_eq_mul_inv]
  linear_combination
    (-((1 - stonerI w K * totalDOS w)⁻¹ * totalDOS w)) * ht
```

Q: The gap is now a quadratic form, so the bound should be immediate.

A: Nearly. `IsStable` speaks only of nonzero vectors, so the proof separates the case $m=r$, where the gap is zero, from the case $m\neq r$, where it is positive. The statement spells out the quotient and the double sum, so the inequality can be compared directly with the one at the top.

```lean
/-- **Stoner lower bound.** For positive weights and a symmetric exchange kernel, if the unpolarised
state is stable, then `1 - I N` is positive and the uniform spin susceptibility is at least the
Stoner value `N / (1 - I N)`. -/
theorem stoner_lower_bound [Nonempty ι] {w : ι → ℝ} {K : Matrix ι ι ℝ}
    (hw : ∀ i, 0 < w i) (hK : K.IsSymm) (hM : IsStable w K) :
    0 < 1 - stonerI w K * totalDOS w ∧
      totalDOS w / (1 - stonerI w K * totalDOS w) ≤ ∑ i, ∑ j, (stiffness w K)⁻¹ i j := by
  refine ⟨stoner_condition hw hM, ?_⟩
  change stonerSusceptibility w K ≤ spinSusceptibility w K
  rw [← sub_nonneg, stoner_gap hw hK hM]
  by_cases h : response w K - rigidResponse w K = 0
  · rw [h, zero_dotProduct]
  · exact (hM _ h).le
```

Q: And your claim about equality?

A: That is an equivalence. The auxiliary fact `hforce` computes
$$\big(M(m-r)\big)_i=1-\frac{1-(Kw)_i}{1-IN}.$$
If the susceptibilities agree, strict positivity excludes $m\neq r$, so the left side is zero and $(Kw)_i=IN$ follows. If $(Kw)_i=IN$ for all $i$, the right side is zero, and so is the gap.

```lean
/-- For positive weights, a symmetric exchange kernel and a stable unpolarised state, the
susceptibility equals the Stoner value exactly when the exchange field `K w` has the same value `I
N` on every state. -/
theorem stoner_eq_iff [Nonempty ι] {w : ι → ℝ} {K : Matrix ι ι ℝ}
    (hw : ∀ i, 0 < w i) (hK : K.IsSymm) (hM : IsStable w K) :
    spinSusceptibility w K = stonerSusceptibility w K ↔
      ∀ i, (K *ᵥ w) i = stonerI w K * totalDOS w := by
  have hd := (stoner_condition hw hM).ne'
  have hgap := stoner_gap hw hK hM
  -- the force left over by the Stoner profile
  have hforce : ∀ i, (stiffness w K *ᵥ (response w K - rigidResponse w K)) i =
      1 - (1 - stonerI w K * totalDOS w)⁻¹ * (1 - (K *ᵥ w) i) := by
    intro i
    rw [Matrix.mulVec_sub, stiffness_mulVec_response hM, rigidResponse, Matrix.mulVec_smul,
      stiffness_mulVec_weights hw]
    rfl
  constructor
  · intro h i
    have h0 : response w K - rigidResponse w K = 0 := by
      by_contra hne
      have hpos := hM _ hne
      rw [← hgap, h, sub_self] at hpos
      exact lt_irrefl _ hpos
    have hi := hforce i
    rw [h0, Matrix.mulVec_zero, Pi.zero_apply] at hi
    have hc := mul_inv_cancel₀ hd
    linear_combination (-(1 - stonerI w K * totalDOS w)) * hi + (1 - (K *ᵥ w) i) * hc
  · intro h
    have h0 : stiffness w K *ᵥ (response w K - rigidResponse w K) = 0 := by
      funext i
      rw [hforce i, h i, inv_mul_cancel₀ hd, sub_self, Pi.zero_apply]
    rw [h0, dotProduct_zero] at hgap
    exact sub_eq_zero.mp hgap
```

Q: Could the assumptions be so strong that equality always holds?

A: No. Take two states of unit weight, with exchange $1/2$ acting only within the first. Then $M=\mathrm{diag}(1/2,1)$, the response to a unit field is $(2,1)$, and $\chi=3$. Here $N=2$ and $I=1/8$, so the Stoner value is $2/(3/4)=8/3$, with the rigid profile $(4/3,4/3)$. The averaged formula spreads over both states an enhancement that belongs to the first.

The last theorem verifies the hypotheses and both values for this system. It computes $M$ and its inverse explicitly, and proves stability by writing the energy form as $m_0^2/2+m_1^2$, with the states numbered from zero as in Lean; this can fail to be positive only if both components vanish.

```lean
/-- Two states of unit weight with exchange `1/2` on the first only form a stable system whose
Stoner value is `8/3` and whose susceptibility is `3`. -/
theorem stoner_strict_witness :
    (∀ i, 0 < (![1, 1] : Fin 2 → ℝ) i) ∧
    (!![1/2, 0; 0, 0] : Matrix (Fin 2) (Fin 2) ℝ).IsSymm ∧
    IsStable ![1, 1] !![1/2, 0; 0, 0] ∧
    stonerSusceptibility ![1, 1] !![1/2, 0; 0, 0] = 8 / 3 ∧
    spinSusceptibility ![1, 1] !![1/2, 0; 0, 0] = 3 := by
  have hS : stiffness ![1, 1] !![1/2, 0; 0, 0] = !![1/2, 0; 0, 1] := by
    ext i j
    fin_cases i <;> fin_cases j <;> norm_num [stiffness, Matrix.diagonal]
  have hinv : (!![1/2, 0; 0, 1] : Matrix (Fin 2) (Fin 2) ℝ)⁻¹ = !![2, 0; 0, 1] := by
    apply Matrix.inv_eq_right_inv
    ext i j
    fin_cases i <;> fin_cases j <;> norm_num [Matrix.mul_apply, Fin.sum_univ_two]
  refine ⟨?_, ?_, ?_, ?_, ?_⟩
  · exact Fin.forall_fin_two.mpr ⟨by norm_num, by norm_num⟩
  · ext i j
    fin_cases i <;> fin_cases j <;> simp
  · intro m hm
    have e : m ⬝ᵥ (!![1/2, 0; 0, 1] : Matrix (Fin 2) (Fin 2) ℝ) *ᵥ m =
        m 0 ^ 2 / 2 + m 1 ^ 2 := by
      simp [Matrix.mulVec, dotProduct, Fin.sum_univ_two]
      ring
    rw [hS, e]
    by_contra h
    have h' := not_lt.mp h
    have h0 : m 0 ^ 2 = 0 := by linarith [sq_nonneg (m 0), sq_nonneg (m 1)]
    have h1 : m 1 ^ 2 = 0 := by linarith [sq_nonneg (m 0), sq_nonneg (m 1)]
    exact hm (funext (Fin.forall_fin_two.mpr
      ⟨(pow_eq_zero_iff two_ne_zero).mp h0, (pow_eq_zero_iff two_ne_zero).mp h1⟩))
  · norm_num [stonerSusceptibility, stonerI, totalDOS, Matrix.mulVec, dotProduct,
      Fin.sum_univ_two]
  · rw [spinSusceptibility, hS, hinv]
    norm_num [Fin.sum_univ_two]

end

end StonerLowerBound
```

```lean
#print axioms StonerLowerBound.stoner_lower_bound
#print axioms StonerLowerBound.stoner_eq_iff
```

```
'StonerLowerBound.stoner_lower_bound' depends on axioms: [propext, Classical.choice, Quot.sound]
'StonerLowerBound.stoner_eq_iff' depends on axioms: [propext, Classical.choice, Quot.sound]
```
